# Normalised x² and y² Gaussians with one centre and one exponent overlap by 1/3

Suppose the d functions on an atom are Cartesian Gaussians with one common exponent, and someone takes the normalised ones to be mutually orthogonal. The sum of the normalised $x^2$, $y^2$ and $z^2$ functions then appears to have squared norm 3. Its squared norm is in fact 5, so an orbital scaled by $1/\sqrt3$ and filled with one electron carries a total density of $5/3$ electrons. The missing 2 comes from six cross terms, each equal to $1/3$.

The value $1/3$ holds for every exponent $a>0$, provided that the two functions share their centre and exponent and point along different axes. Each of these conditions has its own place in the derivation.

## Gaussians on a single centre

The functions are $x^{l_0}y^{l_1}z^{l_2}e^{-ar^2}$, with the common centre at the origin. In a molecule the centre is usually a nucleus, and a shift of coordinates brings it to the origin.

```lean
import Mathlib

open MeasureTheory

namespace CartesianDOverlap

noncomputable section
```

The one-dimensional integrals are $m_k(p)=\int x^k e^{-px^2}\,dx$ over the whole line. They are not divided by $m_0$, as moments of a probability distribution would be.

```lean
/-- The `k`-th moment of a Gaussian on the line, the integral of `x^k exp(-p x²)`,
for `p > 0`. -/
def moment (p : ℝ) (k : ℕ) : ℝ := ∫ x : ℝ, x ^ k * Real.exp (-p * x ^ 2)
```

A point of space is a function `r : Fin 3 → ℝ`, with the indices 0, 1, 2 for $x$, $y$, $z$. The letters `l` and `m` are triples of powers, not the quantum numbers $l$ and $m$.

```lean
/-- The unnormalised Cartesian Gaussian `x^l₀ y^l₁ z^l₂ exp(-a r²)` centred at the origin. -/
def cartGauss (a : ℝ) (l : Fin 3 → ℕ) (r : Fin 3 → ℝ) : ℝ :=
  (∏ i, r i ^ l i) * Real.exp (-a * ∑ i, r i ^ 2)
```

`overlap` is the Lebesgue integral over space of the product of two such functions, whose exponents $a$ and $b$ may differ. `normalisedOverlap` uses one exponent for both functions and divides by the square root of the product of their self-overlaps.

```lean
/-- The overlap integral over space of two Cartesian Gaussians with exponents `a` and `b`,
for `a + b > 0`. -/
def overlap (a b : ℝ) (l m : Fin 3 → ℕ) : ℝ :=
  ∫ r : Fin 3 → ℝ, cartGauss a l r * cartGauss b m r

/-- The overlap of two Cartesian Gaussians of common exponent `a > 0` after each has been
normalised. -/
def normalisedOverlap (a : ℝ) (l m : Fin 3 → ℕ) : ℝ :=
  overlap a a l m / Real.sqrt (overlap a a l l * overlap a a m m)
```

`dSq i` puts the power 2 on axis $i$ and 0 on the other two. `dComb` adds the three resulting functions, unnormalised, with real coefficients $c_i$.

```lean
/-- The powers of the d function that is quadratic along axis `i`: `x²`, `y²` or `z²`. -/
def dSq (i : Fin 3) : Fin 3 → ℕ := Pi.single i 2

/-- The combination `(c₀ x² + c₁ y² + c₂ z²) exp(-a r²)` of the squared d functions. -/
def dComb (a : ℝ) (c : Fin 3 → ℝ) (r : Fin 3 → ℝ) : ℝ :=
  ∑ i, c i * cartGauss a (dSq i) r
```

These are single primitives. Many d shells in basis sets are of this kind, while others are contracted: their functions are fixed sums of primitives with different exponents. Carrying the value $1/3$ over to a contracted shell takes a further sum over pairs of exponents.

## A positive exponent

Physically, $a>0$ says that the function decays and can be normalised. The product of two functions with exponents $a$ and $b$ decays with $p=a+b$, so the integrals need only $p>0$.

By hand, the condition removes a boundary term. Differentiation gives

$$\frac{d}{dx}\left(x^{k+1}e^{-px^2}\right)=(k+1)x^ke^{-px^2}-2p\,x^{k+2}e^{-px^2}.$$

For $p>0$ the function in brackets vanishes at both ends of the line, so the right-hand side integrates to zero:

$$2p\,m_{k+2}=(k+1)\,m_k .$$

Taking $k=0$ and then $k=2$ yields

$$m_2=\frac{m_0}{2p},\qquad m_4=\frac{3m_2}{2p}=\frac{3m_0}{4p^2}.$$

Since $m_0=\sqrt{\pi/p}$ is positive, it can be cancelled:

$$\frac{m_2m_2}{m_4m_0}=\frac{m_0^2/(4p^2)}{3m_0^2/(4p^2)}=\frac13 .$$

In the proof, $p>0$ enters first as integrability, which `integrable_moment` takes from Mathlib's result for real powers greater than $-1$. The positivity of $m_0$ comes from the Gaussian integral.

```lean
lemma integrable_moment {p : ℝ} (hp : 0 < p) (k : ℕ) :
    Integrable (fun x : ℝ => x ^ k * Real.exp (-p * x ^ 2)) := by
  have hk : (-1 : ℝ) < (k : ℝ) := by
    have := Nat.cast_nonneg (α := ℝ) k
    linarith
  simpa only [Real.rpow_natCast] using integrable_rpow_mul_exp_neg_mul_sq hp hk

lemma moment_zero_pos {p : ℝ} (hp : 0 < p) : 0 < moment p 0 := by
  have h : moment p 0 = Real.sqrt (Real.pi / p) := by
    simp only [moment, pow_zero, one_mul]
    exact integral_gaussian p
  rw [h]
  exact Real.sqrt_pos.mpr (div_pos Real.pi_pos hp)
```

In the recurrence, `hd` is the derivative above. The boundary term is handled by a Mathlib theorem: if a function and its derivative are both integrable over the line, the derivative integrates to zero.

```lean
/-- Recurrence for Gaussian moments with `p > 0`: `2p m_(k+2) = (k+1) m_k`. -/
theorem moment_add_two {p : ℝ} (hp : 0 < p) (k : ℕ) :
    2 * p * moment p (k + 2) = (k + 1) * moment p k := by
  -- the derivative of x^(k+1) exp(-p x²) is a difference of two moment integrands
  have hd : ∀ x : ℝ, HasDerivAt (fun x : ℝ => x ^ (k + 1) * Real.exp (-p * x ^ 2))
      (((k : ℝ) + 1) * (x ^ k * Real.exp (-p * x ^ 2))
        - 2 * p * (x ^ (k + 2) * Real.exp (-p * x ^ 2))) x := by
    intro x
    have h2 := ((hasDerivAt_pow 2 x).const_mul (-p)).exp
    refine ((hasDerivAt_pow (k + 1) x).fun_mul h2).congr_deriv ?_
    simp only [Nat.add_sub_cancel]
    push_cast
    ring
  have i1 := (integrable_moment hp k).const_mul ((k : ℝ) + 1)
  have i2 := (integrable_moment hp (k + 2)).const_mul (2 * p)
  -- its integral over the line vanishes
  have h0 := integral_eq_zero_of_hasDerivAt_of_integrable hd (i1.sub i2)
    (integrable_moment hp (k + 1))
  rw [integral_sub i1 i2, integral_const_mul, integral_const_mul] at h0
  unfold moment
  linarith
```

The next two lemmas solve the recurrence for $m_2$ and $m_4$. `moment_ratio` then puts $p=2a$, the exponent of the product of two functions with exponent $a$.

```lean
lemma moment_two {p : ℝ} (hp : 0 < p) : moment p 2 = moment p 0 / (2 * p) := by
  have h := moment_add_two hp 0
  norm_num at h
  rw [eq_div_iff (by positivity)]
  linarith

lemma moment_four {p : ℝ} (hp : 0 < p) : moment p 4 = 3 * moment p 0 / (4 * p ^ 2) := by
  have h := moment_add_two hp 2
  have h2 := moment_add_two hp 0
  norm_num at h h2
  rw [eq_div_iff (by positivity)]
  linear_combination 2 * p * h + 3 * h2

/-- For `a > 0` the moments of `exp(-2a x²)` satisfy `m₂ m₂ / (m₄ m₀) = 1/3`. -/
theorem moment_ratio {a : ℝ} (ha : 0 < a) :
    moment (2 * a) 2 * moment (2 * a) 2 / (moment (2 * a) 4 * moment (2 * a) 0) = 1 / 3 := by
  have hp : 0 < 2 * a := by positivity
  have h0 := moment_zero_pos hp
  rw [moment_two hp, moment_four hp, div_eq_iff (by positivity)]
  ring
```

The condition $a\ge0$ would not be enough. At $a=0$ the d function is the bare polynomial $x^2$, which has no finite norm. Lean gives a divergent integral the value 0, so the formal ratio there is 0 and not $1/3$.

## A shared centre

When two Gaussians share a centre, their exponents simply add:

$$e^{-ar^2}e^{-br^2}=e^{-px^2}e^{-py^2}e^{-pz^2}.$$

The powers add on each axis as well, so the space integral is a product of three line integrals:

$$\int x^{l_0+m_0'}y^{l_1+m_1'}z^{l_2+m_2'}e^{-pr^2}\,d^3r=\prod_{i=0}^{2} m_{l_i+m_i'}(p).$$

The primes distinguish the powers of the second function, `m` in Lean, from the moments.

The shared centre is built into `cartGauss`, so it does not appear as a hypothesis. `cartGauss_mul` factorises the integrand, and `overlap_eq_prod` applies Fubini's theorem for finite products.

```lean
lemma cartGauss_mul (a b : ℝ) (l m : Fin 3 → ℕ) (r : Fin 3 → ℝ) :
    cartGauss a l r * cartGauss b m r
      = ∏ i, (r i ^ (l i + m i) * Real.exp (-(a + b) * r i ^ 2)) := by
  simp only [cartGauss, Fin.prod_univ_three, Fin.sum_univ_three]
  have h : Real.exp (-a * (r 0 ^ 2 + r 1 ^ 2 + r 2 ^ 2))
        * Real.exp (-b * (r 0 ^ 2 + r 1 ^ 2 + r 2 ^ 2))
      = Real.exp (-(a + b) * r 0 ^ 2) * Real.exp (-(a + b) * r 1 ^ 2)
        * Real.exp (-(a + b) * r 2 ^ 2) := by
    rw [← Real.exp_add, ← Real.exp_add, ← Real.exp_add]
    congr 1
    ring
  simp only [pow_add]
  linear_combination (r 0 ^ l 0 * r 1 ^ l 1 * r 2 ^ l 2
    * (r 0 ^ m 0 * r 1 ^ m 1 * r 2 ^ m 2)) * h

/-- The overlap of two Cartesian Gaussians on one centre is the product over the three axes
of one-dimensional moments with the summed exponent. -/
theorem overlap_eq_prod (a b : ℝ) (l m : Fin 3 → ℕ) :
    overlap a b l m = ∏ i, moment (a + b) (l i + m i) := by
  simp only [overlap, cartGauss_mul]
  exact integral_fintype_prod_volume_eq_prod
    (fun (i : Fin 3) (x : ℝ) => x ^ (l i + m i) * Real.exp (-(a + b) * x ^ 2))
```

For two squared functions along the same axis the product is $m_4m_0^2$, and along different axes it is $m_2^2m_0$. With $N=m_0^3/(4p^2)$ these are

$$m_4m_0^2=3N,\qquad m_2^2m_0=N .$$

The theorem `overlap_dSq` states both values at once. Its proof goes through the nine pairs of axes and inserts the formulas for $m_2$ and $m_4$.

```lean
/-- For `a + b > 0`, the overlap of two squared d functions along the same axis is three times
that along different axes, which is `m₀³ / (4 (a+b)²)`. -/
theorem overlap_dSq {a b : ℝ} (hp : 0 < a + b) (i j : Fin 3) :
    overlap a b (dSq i) (dSq j)
      = (if i = j then 3 else 1) * (moment (a + b) 0 ^ 3 / (4 * (a + b) ^ 2)) := by
  rw [overlap_eq_prod, Fin.prod_univ_three]
  generalize a + b = p at hp ⊢
  fin_cases i <;> fin_cases j <;>
    simp [dSq, moment_two hp, moment_four hp] <;> ring
```

If the centres differ, the overlap is in general no longer $1/3$, and it tends to zero as two functions of fixed exponent are moved far apart.

## Different axes and equal exponents

The hypothesis `hij : i ≠ j` says that the two functions are different members of the shell. By hand, it selects $N$ for the numerator, while both self-overlaps are $3N$:

$$\frac{N}{\sqrt{3N\cdot3N}}=\frac{N}{3N}=\frac13 .$$

In the proof, `hij` settles the `if` in `overlap_dSq`. The positivity of $N$ allows the square root to be taken as $3N$ and $N$ to be cancelled.

```lean
/-- Two normalised Cartesian d functions `x_i² exp(-a r²)` and `x_j² exp(-a r²)` along different
axes have overlap `1/3`, for every exponent `a > 0`. -/
theorem normalisedOverlap_dSq {a : ℝ} (ha : 0 < a) {i j : Fin 3} (hij : i ≠ j) :
    normalisedOverlap a (dSq i) (dSq j) = 1 / 3 := by
  have hp : 0 < a + a := by linarith
  have h0 := moment_zero_pos hp
  have hN : 0 < moment (a + a) 0 ^ 3 / (4 * (a + a) ^ 2) := by positivity
  rw [normalisedOverlap, overlap_dSq hp i j, overlap_dSq hp i i, overlap_dSq hp j j]
  generalize moment (a + a) 0 ^ 3 / (4 * (a + a) ^ 2) = N at hN ⊢
  simp only [hij, ↓reduceIte]
  rw [Real.sqrt_mul_self (by positivity), div_eq_iff (by positivity)]
  ring
```

For $i=j$ the normalised overlap is 1. The equality of the exponents, which is part of the definition of `normalisedOverlap`, matters too. Because $N$ is proportional to $p^{-7/2}$, exponents $a,b>0$ give

$$\frac13\left(\frac{2\sqrt{ab}}{a+b}\right)^{7/2},$$

which for $b=4a$ is about $0.153$.

## Coefficients that sum to zero

The function $r^2e^{-ar^2}$ is spherically symmetric, so it is an s function although it is built from $x^2$, $y^2$ and $z^2$. Combinations such as $x^2-y^2$ and $2z^2-x^2-y^2$ have coefficients that sum to zero, and they are d functions in the sense of angular momentum 2.

For general coefficients $c_i$ and $d_j$, the overlaps $3N$ and $N$ combine to $N(1+2\delta_{ij})$, with $\delta_{ij}$ equal to 1 for $i=j$ and 0 otherwise. Therefore

$$\sum_{i,j}c_id_j\,N(1+2\delta_{ij})=N\left(2\sum_i c_id_i+\sum_i c_i\sum_j d_j\right).$$

These coefficients multiply unnormalised functions. For normalised functions of equal exponent the prefactor $N$ becomes $1/3$. With all coefficients equal to 1 this gives $(6+9)/3=5$, the squared norm from the beginning.

Expanding the integral of a sum requires each term to be integrable, and this is where the proof uses $a+b>0$ again. `integral_dComb_mul` expands the product, exchanges sums and integral, and inserts `overlap_dSq`.

```lean
lemma integrable_cartGauss_mul {a b : ℝ} (hp : 0 < a + b) (l m : Fin 3 → ℕ) :
    Integrable (fun r : Fin 3 → ℝ => cartGauss a l r * cartGauss b m r) := by
  simp only [cartGauss_mul]
  rw [volume_pi]
  exact Integrable.fintype_prod
    (f := fun (i : Fin 3) (x : ℝ) => x ^ (l i + m i) * Real.exp (-(a + b) * x ^ 2))
    (fun i => integrable_moment hp (l i + m i))

/-- For `a + b > 0`, the overlap of two combinations of `x²`, `y²`, `z²` Gaussians with
coefficients `c` and `d` is proportional to `2 c·d + (∑ c)(∑ d)`. -/
theorem integral_dComb_mul {a b : ℝ} (hp : 0 < a + b) (c d : Fin 3 → ℝ) :
    ∫ r : Fin 3 → ℝ, dComb a c r * dComb b d r
      = moment (a + b) 0 ^ 3 / (4 * (a + b) ^ 2)
        * (2 * ∑ i, c i * d i + (∑ i, c i) * ∑ i, d i) := by
  have hint : ∀ i j : Fin 3, Integrable (fun r : Fin 3 → ℝ =>
      c i * d j * (cartGauss a (dSq i) r * cartGauss b (dSq j) r)) :=
    fun i j => (integrable_cartGauss_mul hp _ _).const_mul _
  -- expand bilinearly into overlaps of primitives
  have hexp : ∫ r : Fin 3 → ℝ, dComb a c r * dComb b d r
      = ∑ i, ∑ j, c i * d j * overlap a b (dSq i) (dSq j) := by
    have h : ∀ r : Fin 3 → ℝ, dComb a c r * dComb b d r
        = ∑ i, ∑ j, c i * d j * (cartGauss a (dSq i) r * cartGauss b (dSq j) r) := by
      intro r
      simp only [dComb, Fin.sum_univ_three]
      ring
    simp only [h]
    rw [MeasureTheory.integral_finsetSum _ (fun i _ => MeasureTheory.integrable_finsetSum _ (fun j _ => hint i j))]
    refine Finset.sum_congr rfl fun i _ => ?_
    rw [MeasureTheory.integral_finsetSum _ (fun j _ => hint i j)]
    exact Finset.sum_congr rfl fun j _ => integral_const_mul _ _
  rw [hexp]
  simp only [overlap_dSq hp, Fin.sum_univ_three, Fin.isValue, Fin.reduceEq, ↓reduceIte]
  ring
```

The radial function has $c=(1,1,1)$, so its overlap with the second combination is

$$N\left(2\sum_j d_j+3\sum_j d_j\right)=5N\sum_j d_j .$$

This vanishes when the $d_j$ sum to zero, which is the hypothesis `hd`. The two exponents may differ, because they enter only through $N$. In Lean, `h` rewrites the radial function as a `dComb` with unit coefficients, and `hd` then makes both terms zero.

```lean
/-- For `a + b > 0`, a combination of `x²`, `y²`, `z²` Gaussians whose coefficients sum to zero
is orthogonal to the spherically symmetric function `r² exp(-a r²)`. -/
theorem traceless_orthogonal_radial {a b : ℝ} (hp : 0 < a + b) (d : Fin 3 → ℝ)
    (hd : ∑ i, d i = 0) :
    ∫ r : Fin 3 → ℝ, ((∑ i, r i ^ 2) * Real.exp (-a * ∑ i, r i ^ 2)) * dComb b d r = 0 := by
  -- the radial function is the combination with all coefficients equal to one
  have h : ∀ r : Fin 3 → ℝ, (∑ i, r i ^ 2) * Real.exp (-a * ∑ i, r i ^ 2)
      = dComb a (fun _ => 1) r := by
    intro r
    simp [dComb, cartGauss, dSq, Fin.sum_univ_three, Pi.single_apply]
    ring
  simp only [h]
  rw [integral_dComb_mul hp]
  simp only [one_mul, hd, mul_zero, add_zero]

end

end CartesianDOverlap
```

```lean
#print axioms CartesianDOverlap.moment_ratio
#print axioms CartesianDOverlap.normalisedOverlap_dSq
#print axioms CartesianDOverlap.traceless_orthogonal_radial
```

```
'CartesianDOverlap.moment_ratio' depends on axioms: [propext, Classical.choice, Quot.sound]
'CartesianDOverlap.normalisedOverlap_dSq' depends on axioms: [propext, Classical.choice, Quot.sound]
'CartesianDOverlap.traceless_orthogonal_radial' depends on axioms: [propext, Classical.choice, Quot.sound]
```

Without `hd` the orthogonality fails. The single function $x^2e^{-br^2}$ has $d=(1,0,0)$, and its overlap with $r^2e^{-ar^2}$ is $5N>0$.

## The d block of an overlap matrix

In a Hartree–Fock or density functional calculation with a Cartesian d shell, these numbers enter the overlap matrix $S$ of the equation $FC=SC\varepsilon$, where $F$ is the Fock or Kohn–Sham matrix, $C$ holds the orbital coefficients and $\varepsilon$ the orbital energies. For one primitive shell on one atom, with each function normalised separately, the block for $x^2$, $y^2$, $z^2$ is

$$\begin{pmatrix}1&\tfrac13&\tfrac13\\ \tfrac13&1&\tfrac13\\ \tfrac13&\tfrac13&1\end{pmatrix}.$$

Its eigenvalue for $(1,1,1)$ is $5/3$, and for the two independent directions whose coefficients sum to zero it is $2/3$. To normalise $x^2-y^2$, built from the normalised functions, one therefore divides by $\sqrt{4/3}$ and not by $\sqrt2$. A calculation with five spherical d functions keeps the two zero-sum combinations together with $xy$, $xz$ and $yz$, and leaves out the radial one.
